# The velocity-weighted integral of a continuous function of frequency over a smooth one-dimensional phonon branch depends only on the end frequencies

In a ballistic phonon calculation for a one-dimensional conductor, the wavevector integral of group velocity times mode heat capacity can be replaced by a frequency integral between the end frequencies of the branch, provided that the branch is continuously differentiable. If the branch rises steadily from zero frequency without bound and transmits perfectly, this integral divided by $2\pi$ is its thermal conductance, and it tends to $\pi^2k_B^2T/(3h)$ as the range of wavevectors grows.

```lean
import Mathlib

open MeasureTheory Set Filter Topology
open scoped Real

namespace PhononLandauer

noncomputable section

/-- The Einstein function `x² eˣ / (eˣ - 1)²`, with its limiting value `1` at `x = 0`. -/
def einstein (x : ℝ) : ℝ :=
  if x = 0 then 1 else x ^ 2 * Real.exp x / (Real.exp x - 1) ^ 2

/-- Mean thermal energy `ħω / (exp(ħω / k_B T) - 1)` of a phonon mode, for nonzero
`ħ`, `ω`, `k_B` and `T`. -/
def modeEnergy (hbar kB ω T : ℝ) : ℝ :=
  hbar * ω / (Real.exp (hbar * ω / (kB * T)) - 1)

/-- Signed heat-transport integral of the branch `w` with velocity `v`, over the wavevectors from
`0` to `K`, for nonzero `k_B` and `T`: the integrand is the velocity times the mode heat capacity,
divided by `2π`. When `v` is the derivative of `w` and is nonnegative, and `0 ≤ K`, this is the
ballistic thermal conductance from these wavevectors. -/
def channelConductance (hbar kB T : ℝ) (w v : ℝ → ℝ) (K : ℝ) : ℝ :=
  ∫ k in (0 : ℝ)..K, v k * (kB * einstein (hbar * w k / (kB * T))) / (2 * π)

/-- Velocity cancels density of states: for a continuously differentiable branch and a spectral
function continuous on the band, the wavevector integral is a frequency integral between the
values of the branch at the two ends. -/
theorem velocity_cancels_density {w v f : ℝ → ℝ} {K : ℝ} (hK : 0 ≤ K)
    (hw : ∀ k ∈ Icc 0 K, HasDerivWithinAt w (v k) (Icc 0 K) k)
    (hv : ContinuousOn v (Icc 0 K)) (hf : ContinuousOn f (w '' Icc 0 K)) :
    ∫ k in (0 : ℝ)..K, v k * f (w k) / (2 * π) = (∫ ω in w 0..w K, f ω) / (2 * π) := by
  have h : ∫ k in (0 : ℝ)..K, (f ∘ w) k * v k = ∫ ω in w 0..w K, f ω := by
    apply intervalIntegral.integral_comp_mul_deriv''
    · rw [uIcc_of_le hK]
      exact fun k hk => (hw k hk).continuousWithinAt
    · intro k hk
      rw [min_eq_left hK, max_eq_right hK] at hk
      exact ((hw k ⟨hk.1.le, hk.2.le⟩).hasDerivAt (Icc_mem_nhds hk.1 hk.2)).hasDerivWithinAt
    · rwa [uIcc_of_le hK]
    · rwa [uIcc_of_le hK]
  have e : ∫ k in (0 : ℝ)..K, v k * f (w k) = ∫ k in (0 : ℝ)..K, (f ∘ w) k * v k :=
    intervalIntegral.integral_congr (fun k _ => mul_comm _ _)
  rw [intervalIntegral.integral_div, e, h]

/-- Two continuously differentiable branches with the same end frequencies give the same
transport integral, for any continuous spectral function. -/
theorem same_edges_same_transport {w₁ v₁ w₂ v₂ f : ℝ → ℝ} {K₁ K₂ : ℝ}
    (hK₁ : 0 ≤ K₁) (hK₂ : 0 ≤ K₂)
    (hw₁ : ∀ k ∈ Icc 0 K₁, HasDerivWithinAt w₁ (v₁ k) (Icc 0 K₁) k)
    (hw₂ : ∀ k ∈ Icc 0 K₂, HasDerivWithinAt w₂ (v₂ k) (Icc 0 K₂) k)
    (hv₁ : ContinuousOn v₁ (Icc 0 K₁)) (hv₂ : ContinuousOn v₂ (Icc 0 K₂))
    (hf : Continuous f) (h0 : w₁ 0 = w₂ 0) (hE : w₁ K₁ = w₂ K₂) :
    ∫ k in (0 : ℝ)..K₁, v₁ k * f (w₁ k) / (2 * π) =
      ∫ k in (0 : ℝ)..K₂, v₂ k * f (w₂ k) / (2 * π) := by
  rw [velocity_cancels_density hK₁ hw₁ hv₁ hf.continuousOn,
    velocity_cancels_density hK₂ hw₂ hv₂ hf.continuousOn, h0, hE]

/-- The Einstein function is continuous, including at zero frequency. -/
theorem continuous_einstein : Continuous einstein := by
  -- the difference quotient (eˣ - 1)/x extends continuously through zero
  have hd : Continuous (dslope Real.exp 0) := by
    rw [continuous_iff_continuousAt]
    intro x
    rcases eq_or_ne x 0 with rfl | hx
    · exact continuousAt_dslope_same.2 Real.differentiableAt_exp
    · exact (continuousAt_dslope_of_ne hx).2 Real.continuous_exp.continuousAt
  have hform : ∀ x, dslope Real.exp 0 x ≠ 0 ∧
      einstein x = Real.exp x / (dslope Real.exp 0 x) ^ 2 := by
    intro x
    rcases eq_or_ne x 0 with rfl | hx
    · simp [einstein, dslope_same]
    · have hx1 : Real.exp x - 1 ≠ 0 := sub_ne_zero.2 (by simpa using hx)
      have hs : dslope Real.exp 0 x = (Real.exp x - 1) / x := by
        rw [dslope_of_ne _ hx, slope_def_field, Real.exp_zero, sub_zero]
      rw [hs]
      refine ⟨div_ne_zero hx1 hx, ?_⟩
      rw [einstein, if_neg hx]
      field_simp
  have he : einstein = fun x => Real.exp x / (dslope Real.exp 0 x) ^ 2 :=
    funext fun x => (hform x).2
  rw [he]
  exact Real.continuous_exp.div (hd.pow 2) (fun x => pow_ne_zero 2 (hform x).1)

/-- At positive temperature and nonzero frequency, the temperature derivative of the mode energy
is `k_B` times the Einstein function of `ħω / k_B T`. -/
theorem hasDerivAt_modeEnergy {hbar kB ω T : ℝ} (hh : 0 < hbar) (hk : 0 < kB) (hT : 0 < T)
    (hω : ω ≠ 0) :
    HasDerivAt (fun τ => modeEnergy hbar kB ω τ)
      (kB * einstein (hbar * ω / (kB * T))) T := by
  have hkT : kB * T ≠ 0 := (mul_pos hk hT).ne'
  have hx : hbar * ω / (kB * T) ≠ 0 := div_ne_zero (mul_ne_zero hh.ne' hω) hkT
  have hE : Real.exp (hbar * ω / (kB * T)) - 1 ≠ 0 :=
    sub_ne_zero.2 (fun h => hx (Real.exp_injective (h.trans Real.exp_zero.symm)))
  have h1 := (hasDerivAt_const T (hbar * ω)).fun_div ((hasDerivAt_id' T).const_mul kB) hkT
  have h2 := (hasDerivAt_const T (hbar * ω)).fun_div (h1.exp.sub_const 1) hE
  refine h2.congr_deriv ?_
  rw [einstein, if_neg hx]
  ring

/-- Each term of the Bose expansion integrates to `2 / n²` (for `n = 0` both sides are `0`, since
Lean sets `1 / 0 = 0`). -/
theorem integral_bose_term (n : ℕ) :
    ∫ x in Ioi (0 : ℝ), x ^ 2 * ((n : ℝ) * Real.exp (-x) ^ n) = 2 * (1 / (n : ℝ) ^ 2) := by
  rcases Nat.eq_zero_or_pos n with rfl | hn
  · simp
  have hn' : (0 : ℝ) < n := Nat.cast_pos.2 hn
  have h := Real.integral_rpow_mul_exp_neg_mul_Ioi (a := 3) (r := n) (by norm_num) hn'
  have hG : Real.Gamma 3 = 2 := by
    rw [show (3 : ℝ) = ((2 : ℕ) : ℝ) + 1 by norm_num, Real.Gamma_nat_eq_factorial]
    norm_num [Nat.factorial]
  have hp : (1 / (n : ℝ)) ^ (3 : ℝ) = (1 / (n : ℝ)) ^ 3 := by
    exact_mod_cast Real.rpow_natCast (1 / (n : ℝ)) 3
  calc ∫ x in Ioi (0 : ℝ), x ^ 2 * ((n : ℝ) * Real.exp (-x) ^ n)
      = ∫ x in Ioi (0 : ℝ), (n : ℝ) * (x ^ ((3 : ℝ) - 1) * Real.exp (-((n : ℝ) * x))) := by
        refine setIntegral_congr_fun measurableSet_Ioi (fun x _ => ?_)
        have h2 : x ^ ((3 : ℝ) - 1) = x ^ 2 := by
          rw [show (3 : ℝ) - 1 = ((2 : ℕ) : ℝ) by norm_num, Real.rpow_natCast]
        have h3 : Real.exp (-x) ^ n = Real.exp (-((n : ℝ) * x)) := by
          rw [← Real.exp_nat_mul]
          congr 1
          ring
        simp only [h2, h3]
        ring
    _ = (n : ℝ) * ((1 / (n : ℝ)) ^ 3 * 2) := by rw [integral_const_mul, h, hp, hG]
    _ = 2 * (1 / (n : ℝ) ^ 2) := by field_simp

/-- The integral of `x² eˣ / (eˣ - 1)²` over the positive half-line is `π² / 3`. -/
theorem integral_thermal :
    ∫ x in Ioi (0 : ℝ), x ^ 2 * Real.exp x / (Real.exp x - 1) ^ 2 = π ^ 2 / 3 := by
  have hz := hasSum_zeta_two.mul_left 2
  have hint : ∀ n : ℕ, Integrable (fun x : ℝ => x ^ 2 * ((n : ℝ) * Real.exp (-x) ^ n))
      (volume.restrict (Ioi 0)) := by
    intro n
    rcases Nat.eq_zero_or_pos n with rfl | hn
    · simp
    by_contra h
    have h0 := integral_undef h
    rw [integral_bose_term n] at h0
    have hn' : (0 : ℝ) < n := Nat.cast_pos.2 hn
    have : 0 < 2 * (1 / (n : ℝ) ^ 2) := by positivity
    linarith
  have hnorm : ∀ n : ℕ, ∫ x in Ioi (0 : ℝ), ‖x ^ 2 * ((n : ℝ) * Real.exp (-x) ^ n)‖ =
      2 * (1 / (n : ℝ) ^ 2) := by
    intro n
    rw [← integral_bose_term n]
    exact setIntegral_congr_fun measurableSet_Ioi
      (fun x _ => Real.norm_of_nonneg (by positivity))
  -- exchange the sum and the integral
  have key := hasSum_integral_of_summable_integral_norm hint
    (by simpa only [hnorm] using hz.summable)
  simp only [integral_bose_term] at key
  have hval := key.unique hz
  calc ∫ x in Ioi (0 : ℝ), x ^ 2 * Real.exp x / (Real.exp x - 1) ^ 2
      = ∫ x in Ioi (0 : ℝ), ∑' n : ℕ, x ^ 2 * ((n : ℝ) * Real.exp (-x) ^ n) := by
        refine setIntegral_congr_fun measurableSet_Ioi (fun x hx => ?_)
        have hx0 : 0 < x := hx
        have hr : ‖Real.exp (-x)‖ < 1 := by
          rw [Real.norm_of_nonneg (Real.exp_pos _).le]
          exact Real.exp_lt_one_iff.2 (by linarith)
        have hs := ((hasSum_coe_mul_geometric_of_norm_lt_one hr).mul_left (x ^ 2)).tsum_eq
        have hE : Real.exp x - 1 ≠ 0 := (sub_pos.2 (Real.one_lt_exp_iff.2 hx0)).ne'
        have hq : 1 - (Real.exp x)⁻¹ = (Real.exp x - 1) / Real.exp x := by field_simp

        rw [hs, Real.exp_neg, hq]
        field_simp
    _ = π ^ 2 / 3 := by rw [hval]; ring

/-- For a continuously differentiable branch at positive temperature, `channelConductance` is
`k_B² T / h` times the integral of the Einstein function between the reduced end frequencies. -/
theorem channelConductance_eq {hbar kB T K : ℝ} {w v : ℝ → ℝ}
    (hh : 0 < hbar) (hk : 0 < kB) (hT : 0 < T) (hK : 0 ≤ K)
    (hw : ∀ k ∈ Icc 0 K, HasDerivWithinAt w (v k) (Icc 0 K) k)
    (hv : ContinuousOn v (Icc 0 K)) :
    channelConductance hbar kB T w v K = kB ^ 2 * T / (2 * π * hbar) *
      ∫ x in (hbar * w 0 / (kB * T))..(hbar * w K / (kB * T)), einstein x := by
  have hf : Continuous (fun ω => kB * einstein (hbar * ω / (kB * T))) :=
    continuous_const.mul
      (continuous_einstein.comp ((continuous_const.mul continuous_id).div_const _))
  have hc : ∀ ω, hbar * ω / (kB * T) = hbar / (kB * T) * ω := fun ω => by ring
  have hc0 : hbar / (kB * T) ≠ 0 := (div_pos hh (mul_pos hk hT)).ne'
  rw [channelConductance, velocity_cancels_density hK hw hv hf.continuousOn]
  simp only [hc]
  rw [intervalIntegral.integral_const_mul, intervalIntegral.integral_comp_mul_left _ hc0,
    smul_eq_mul, inv_div]
  ring

/-- Quantum of thermal conductance: at positive temperature, a continuously differentiable branch
that starts at zero frequency and grows without bound has `channelConductance` tending to
`π² k_B² T / (3h)`, with `h = 2πħ`, as the wavevector cutoff is removed. -/
theorem thermal_conductance_quantum {hbar kB T : ℝ} {w v : ℝ → ℝ}
    (hh : 0 < hbar) (hk : 0 < kB) (hT : 0 < T)
    (hw : ∀ k ∈ Ici (0 : ℝ), HasDerivWithinAt w (v k) (Ici 0) k)
    (hv : ContinuousOn v (Ici 0)) (h0 : w 0 = 0) (htop : Tendsto w atTop atTop) :
    Tendsto (channelConductance hbar kB T w v) atTop
      (𝓝 (π ^ 2 * kB ^ 2 * T / (3 * (2 * π * hbar)))) := by
  have hI : ∫ x in Ioi (0 : ℝ), einstein x = π ^ 2 / 3 := by
    rw [← integral_thermal]
    exact setIntegral_congr_fun measurableSet_Ioi (fun x hx => if_neg (ne_of_gt hx))
  have hint : IntegrableOn einstein (Ioi 0) := by
    by_contra h
    have hzero : ∫ x in Ioi (0 : ℝ), einstein x = 0 := integral_undef h
    have : 0 < π ^ 2 / 3 := by positivity
    linarith
  -- the reduced upper band edge goes to infinity
  have hb : Tendsto (fun K => hbar * w K / (kB * T)) atTop atTop :=
    (htop.const_mul_atTop hh).atTop_div_const (mul_pos hk hT)
  have hlim := (intervalIntegral_tendsto_integral_Ioi 0 hint hb).const_mul
    (kB ^ 2 * T / (2 * π * hbar))
  rw [hI, show kB ^ 2 * T / (2 * π * hbar) * (π ^ 2 / 3) =
    π ^ 2 * kB ^ 2 * T / (3 * (2 * π * hbar)) by ring] at hlim
  refine hlim.congr' ?_
  filter_upwards [eventually_ge_atTop (0 : ℝ)] with K hK
  rw [channelConductance_eq hh hk hT hK
    (fun k hk' => (hw k hk'.1).mono Icc_subset_Ici_self) (hv.mono Icc_subset_Ici_self),
    h0, mul_zero, zero_div]

end

end PhononLandauer
```

```lean
#print axioms PhononLandauer.velocity_cancels_density
-- 'PhononLandauer.velocity_cancels_density' depends on axioms: [propext, Classical.choice, Quot.sound]
#print axioms PhononLandauer.same_edges_same_transport
-- 'PhononLandauer.same_edges_same_transport' depends on axioms: [propext, Classical.choice, Quot.sound]
#print axioms PhononLandauer.hasDerivAt_modeEnergy
-- 'PhononLandauer.hasDerivAt_modeEnergy' depends on axioms: [propext, Classical.choice, Quot.sound]
#print axioms PhononLandauer.thermal_conductance_quantum
-- 'PhononLandauer.thermal_conductance_quantum' depends on axioms: [propext, Classical.choice, Quot.sound]
```

## A branch, its velocity and its heat capacity

The function `w` gives the angular frequency $w(k)$ at wavevector $k\in[0,K]$ along the conductor, and `v` is its derivative, the group velocity, one-sided at the ends. For any $f$ continuous on the band, `velocity_cancels_density` states

$$\int_0^K v(k)\,f(w(k))\,\frac{dk}{2\pi}=\frac1{2\pi}\int_{w(0)}^{w(K)}f(\omega)\,d\omega .$$

Two branches with equal end frequencies therefore give equal integrals; `same_edges_same_transport` states this for $f$ continuous on the whole real line.

For heat, $f$ is the heat capacity of one mode, $k_B E(x)$, where $x=\hbar\omega/(k_BT)$ and $E$ is the function `einstein`: $E(x)=x^2e^x/(e^x-1)^2$ for $x\ne0$ and $E(0)=1$, the classical limit. `channelConductance` is the integral with this $f$. The constants `hbar` and `kB` and the temperature `T` are positive, and $h$ is written as $2\pi\hbar$.

Reading this integral as a ballistic thermal conductance assumes a rising branch, harmonic, non-interacting phonons, perfect transmission and a small temperature difference; the Landauer formula itself is not derived. Unbounded frequency is an idealisation, since a lattice branch has a highest frequency. For a finite band, `channelConductance_eq` gives the conductance as an integral of $E$ between the reduced end frequencies. Within this harmonic, fully transmitting model, it offers a check on the wavevector sampling in a simulation.

## From wavevector to frequency

Let $F$ be an antiderivative of $f$. By the chain rule, $\frac{d}{dk}F(w(k))=f(w(k))\,v(k)$, so the wavevector integral is $[F(w(K))-F(w(0))]/2\pi$. On a rising branch this is the familiar cancellation of $v$ against the density of states $1/(2\pi v)$, but the chain rule needs no monotonicity. The Lean proof applies Mathlib's substitution theorem, which asks for the derivative only in the interior and for continuity up to the ends.

Take $f(\omega)=\omega$ and $K=1$ in dimensionless units. The branch $w=k$ gives $\int_0^1 k\,dk=\tfrac12$, and $w=k^2$ gives $\int_0^1 2k\cdot k^2\,dk=\tfrac12$. Both transport integrals equal $1/(4\pi)$.

The velocity is signed, so for positive $f$ a stretch where the branch descends subtracts. A ballistic conductance counts only forward-moving modes, so on such a branch the signed integral is not the conductance. Among the wavevectors in $[0,K]$, counting forward-moving modes means using $\max(v,0)$. Nothing changes for a rising branch, but one that climbs from 0 to 2 and falls back to 1 then contributes the range from 0 to 2 instead of 0 to 1. If also $w(-k)=w(k)$, the modes at $-k$ opposite the descending stretch move forward and add the range from 1 to 2 once more. The end frequencies no longer suffice.

## The heat capacity and the factor $\pi^2/3$

The mean thermal energy of a mode is $u=\hbar\omega/(e^x-1)$. Since $dx/dT=-x/T$ and $\hbar\omega/T=k_Bx$,

$$\frac{du}{dT}=\frac{\hbar\omega\,e^x}{(e^x-1)^2}\,\frac xT=k_B\,\frac{x^2e^x}{(e^x-1)^2}.$$

This is `hasDerivAt_modeEnergy`, for $\omega\neq0$. Continuity of $E$ follows from $E(x)=e^x/[(e^x-1)/x]^2$, because the bracket tends to 1 at zero; `dslope` is that quotient with its limit filled in.

For $x>0$, put $q=e^{-x}$. Then

$$\frac{e^x}{(e^x-1)^2}=\frac{q}{(1-q)^2}=\sum_{n\ge1}n\,e^{-nx},\qquad \int_0^\infty x^2\,n\,e^{-nx}\,dx=n\cdot\frac{2}{n^3}=\frac2{n^2}.$$

The second formula is `integral_bose_term`, obtained from $\Gamma(3)=2$. The terms are nonnegative and their integrals have a finite sum, so sum and integral may be exchanged. Hence `integral_thermal` gives $2\cdot\pi^2/6=\pi^2/3$.

## The limit of an unbounded branch

Substituting $\omega=k_BTx/\hbar$ in the frequency integral produces a factor $k_BT/\hbar$. With $G(K)$ the value of `channelConductance` up to wavevector $K$,

$$G(K)=\frac{k_B^2T}{2\pi\hbar}\int_{\hbar w(0)/(k_BT)}^{\hbar w(K)/(k_BT)}E(x)\,dx .$$

In `thermal_conductance_quantum`, $w(0)=0$ sets the lower limit to zero and $w(K)\to\infty$ sends the upper one to infinity. Because $E$ is integrable on the positive half-line, the integral tends to $\pi^2/3$, and

$$G(K)\to\frac{k_B^2T}{h}\cdot\frac{\pi^2}{3}=\frac{\pi^2k_B^2T}{3h}.$$

For a rising branch with perfect transmission, this limit is the ballistic thermal conductance; the theorem does not bound the conductance of other systems.
